# The ground energy of N noninteracting fermions is concave in a linear coupling

Take one particle with two levels and the Hamiltonian $\sigma_z + g\sigma_x$, with $g$ real. Its eigenvalues are $\pm\sqrt{1+g^2}$. For a fixed normalised state $v$, the energy $\langle v,\sigma_z v\rangle + g\langle v,\sigma_x v\rangle$ is a straight line in $g$. The lowest eigenvalue is the minimum of all these lines, and a minimum of straight lines is concave. The upper level is convex, so concavity is not a property of each level separately. With both levels filled the sum is $0$, which is a straight line.

## From two levels to N fermions

Let $H_0$ and $V$ be Hermitian operators on a complex inner product space of finite dimension $n$, and let $0\le N\le n$. Write $T(g)=H_0+gV$, with eigenvalues $e_i$ and orthonormal eigenvectors $u_i$, both depending on $g$. The ground energy of $N$ noninteracting fermions is

$$\mathcal E_N(g)=\min_{|S|=N}\sum_{i\in S}e_i ,$$

where $S$ is a set of occupied levels. The claim is that $\mathcal E_N$ is concave in $g$.

**Lowest filling.** Let $S$ attain the minimum. Moving a particle from $i\in S$ to $j\notin S$ changes the energy by $e_j-e_i$, which cannot be negative. Hence $e_i\le e_j$.

**Fractional occupations.** Let $0\le w_i\le 1$ and $\sum_i w_i=N$. Choose $\mu$ with $e_i\le\mu$ on $S$ and $\mu\le e_j$ off $S$, and let $s_i$ be $1$ on $S$ and $0$ elsewhere. In each product $(e_i-\mu)(w_i-s_i)$ both factors are $\le 0$ on $S$ and $\ge 0$ off $S$. Therefore

$$0\le\sum_i(e_i-\mu)(w_i-s_i)=\sum_i e_iw_i-\sum_{i\in S}e_i-\mu(N-N),$$

so fractional filling gives no lower energy.

**Orbitals.** For any vector $v$, completeness and Hermiticity give

$$\langle v,Tv\rangle=\sum_i\langle v,u_i\rangle\langle Tu_i,v\rangle=\sum_i e_i|\langle u_i,v\rangle|^2 .$$

For orthonormal $\varphi_k$, with $k$ running over $N$ values, set $w_i=\sum_k|\langle u_i,\varphi_k\rangle|^2$. Bessel's inequality gives $w_i\le\|u_i\|^2=1$, and Parseval's identity gives $\sum_i w_i=\sum_k\|\varphi_k\|^2=N$. Hence

$$\mathcal E_N\le\sum_k\langle\varphi_k,T\varphi_k\rangle ,$$

with equality when the $\varphi_k$ are the eigenvectors of a lowest filling.

**Concavity.** Let $a,b\ge0$, $a+b=1$ and $z=ax+by$ for couplings $x,y$. Take $\varphi_k$ optimal at $z$. Since $T(z)=aT(x)+bT(y)$,

$$\mathcal E_N(z)=a\sum_k\langle\varphi_k,T(x)\varphi_k\rangle+b\sum_k\langle\varphi_k,T(y)\varphi_k\rangle\ge a\,\mathcal E_N(x)+b\,\mathcal E_N(y).$$

For $N=n$ the only filling is the full one, so $\mathcal E_n(g)=\operatorname{tr}H_0+g\operatorname{tr}V$.

## Operators, orbitals and fillings in Lean

The one-particle space is `E`. Hermitian $n\times n$ matrices are the case $E=\mathbb C^n$.

```lean
import Mathlib

open Finset

namespace FermionEnergyConcavity

noncomputable section

variable {E : Type*} [NormedAddCommGroup E] [InnerProductSpace ℂ E]
```

The coupling is real and enters linearly; it is cast to a complex number to multiply `V`.

```lean
/-- The one-particle Hamiltonian `H0 + g V` at real coupling `g`. -/
def hamiltonian (H0 V : E →ₗ[ℂ] E) (g : ℝ) : E →ₗ[ℂ] E := H0 + (g : ℂ) • V
```

The orbital energy is the real part of an inner product that is conjugate-linear in its first slot. It is an expectation value when the orbital is normalised.

```lean
/-- The energy `Re ⟨x, T x⟩` of an orbital `x`. -/
def orbitalEnergy (T : E →ₗ[ℂ] E) (x : E) : ℝ := (inner ℂ x (T x)).re
```

In the next definition `T.IsSymmetric` says that $T$ is Hermitian, `hn` says that the dimension is $n$, and `Fin n` labels the levels with multiplicity. Spin, if present, is part of `E`. The Pauli principle enters through the choice of $N$ distinct levels; antisymmetric many-particle wavefunctions are not constructed, and interactions are absent.

```lean
/-- The ground energy of `N` noninteracting fermions: the least sum of eigenvalues
over all choices of `N` distinct levels, for `N` at most the dimension `n`. -/
def fermionEnergy [FiniteDimensional ℂ E] {T : E →ₗ[ℂ] E} (hT : T.IsSymmetric)
    {n N : ℕ} (hn : Module.finrank ℂ E = n) (hN : N ≤ n) : ℝ :=
  (powersetCard N (univ : Finset (Fin n))).inf'
    (powersetCard_nonempty.2 (by simpa using hN))
    (fun S => ∑ i ∈ S, hT.eigenvalues hn i)
```

## Filling the levels

The exchange argument compares the minimising set with the one obtained by erasing `i` and inserting `j`.

```lean
/-- Among `n` levels one can choose `N` that lie no higher than any of the others. -/
theorem exists_lowest_filling {n N : ℕ} (e : Fin n → ℝ) (hN : N ≤ n) :
    ∃ S : Finset (Fin n), S.card = N ∧ ∀ i ∈ S, ∀ j ∉ S, e i ≤ e j := by
  obtain ⟨S, hS, hmin⟩ := (powersetCard N (univ : Finset (Fin n))).exists_min_image
    (fun S => ∑ i ∈ S, e i) (powersetCard_nonempty.2 (by simpa using hN))
  have hc := (mem_powersetCard.1 hS).2
  refine ⟨S, hc, fun i hi j hj => ?_⟩
  -- moving a particle from level i to level j cannot lower the energy
  have hj' : j ∉ S.erase i := fun h => hj (mem_of_mem_erase h)
  have hcard : (insert j (S.erase i)).card = N := by
    rw [card_insert_of_notMem hj', card_erase_add_one hi, hc]
  have h : ∑ k ∈ S, e k ≤ ∑ k ∈ insert j (S.erase i), e k :=
    hmin _ (mem_powersetCard.2 ⟨subset_univ _, hcard⟩)
  rw [sum_insert hj', ← add_sum_erase S e hi] at h
  linarith
```

For the chemical potential, the proof takes the highest filled level, or a lower bound for all levels if $S$ is empty. The inequality `key` is the sum of sign-matched products, and `hexp` expands it.

```lean
/-- Fractional occupations between 0 and 1 with the same particle number do not give
an energy below that of filling the lowest levels. -/
theorem lowest_filling_le {n : ℕ} (e w : Fin n → ℝ) (S : Finset (Fin n))
    (hS : ∀ i ∈ S, ∀ j ∉ S, e i ≤ e j) (w0 : ∀ i, 0 ≤ w i) (w1 : ∀ i, w i ≤ 1)
    (hw : ∑ i, w i = S.card) : ∑ i ∈ S, e i ≤ ∑ i, e i * w i := by
  -- a chemical potential separates filled from empty levels
  have hμ : ∃ μ : ℝ, (∀ i ∈ S, e i ≤ μ) ∧ ∀ j ∉ S, μ ≤ e j := by
    rcases S.eq_empty_or_nonempty with rfl | h
    · obtain ⟨μ, hμ⟩ := (univ.image (fun k => -e k)).exists_le
      refine ⟨-μ, by simp, fun j _ => ?_⟩
      have h : -e j ≤ μ := hμ _ (mem_image_of_mem (fun k => -e k) (mem_univ j))
      linarith
    · obtain ⟨k, hk, hmax⟩ := S.exists_max_image e h
      exact ⟨e k, hmax, fun j hj => hS k hk j hj⟩
  obtain ⟨μ, h1, h2⟩ := hμ
  have key : 0 ≤ ∑ i, (e i - μ) * (w i - if i ∈ S then 1 else 0) := by
    refine sum_nonneg fun i _ => ?_
    by_cases hi : i ∈ S
    · rw [if_pos hi]
      nlinarith [mul_nonneg (sub_nonneg.2 (h1 i hi)) (sub_nonneg.2 (w1 i))]
    · rw [if_neg hi, sub_zero]
      exact mul_nonneg (sub_nonneg.2 (h2 i hi)) (w0 i)
  have hexp : ∀ i, (e i - μ) * (w i - if i ∈ S then 1 else 0) =
      e i * w i - (if i ∈ S then e i else 0) - μ * w i
        + μ * (if i ∈ S then 1 else 0) := by
    intro i
    split_ifs <;> ring
  simp only [hexp, sum_add_distrib, sum_sub_distrib, ← mul_sum] at key
  have ha : ∑ i, (if i ∈ S then e i else 0) = ∑ i ∈ S, e i := by simp
  have hb : ∑ i, (if i ∈ S then (1 : ℝ) else 0) = S.card := by simp
  rw [ha, hb, hw] at key
  linarith
```

The expansion in eigenvectors follows the derivation above, term by term.

```lean
/-- The energy of an orbital is the sum of the eigenvalues weighted by its squared
overlaps with the eigenvectors. -/
theorem orbitalEnergy_eq_sum [FiniteDimensional ℂ E] {T : E →ₗ[ℂ] E}
    (hT : T.IsSymmetric) {n : ℕ} (hn : Module.finrank ℂ E = n) (x : E) :
    orbitalEnergy T x =
      ∑ i, hT.eigenvalues hn i * ‖inner ℂ (hT.eigenvectorBasis hn i) x‖ ^ 2 := by
  unfold orbitalEnergy
  rw [← (hT.eigenvectorBasis hn).sum_inner_mul_inner x (T x), Complex.re_sum]
  refine sum_congr rfl fun i _ => ?_
  have happ : T (hT.eigenvectorBasis hn i) =
      ((hT.eigenvalues hn i : ℝ) : ℂ) • hT.eigenvectorBasis hn i :=
    hT.apply_eigenvectorBasis hn i
  rw [← hT (hT.eigenvectorBasis hn i) x, happ, inner_smul_left, Complex.conj_ofReal,
    ← inner_conj_symm x (hT.eigenvectorBasis hn i), Complex.sq_norm, Complex.normSq_apply]
  simp only [Complex.mul_re, Complex.mul_im, Complex.conj_re, Complex.conj_im,
    Complex.ofReal_re, Complex.ofReal_im]
  ring
```

The aufbau principle now follows: any competing set `R` is a special case of fractional occupations, with values $0$ and $1$.

```lean
/-- Aufbau principle: the `N`-fermion ground energy is the sum of the eigenvalues of
any `N` levels that lie no higher than the remaining ones. -/
theorem fermionEnergy_eq_sum [FiniteDimensional ℂ E] {T : E →ₗ[ℂ] E}
    (hT : T.IsSymmetric) {n N : ℕ} (hn : Module.finrank ℂ E = n) (hN : N ≤ n)
    (S : Finset (Fin n)) (hc : S.card = N)
    (hS : ∀ i ∈ S, ∀ j ∉ S, hT.eigenvalues hn i ≤ hT.eigenvalues hn j) :
    fermionEnergy hT hn hN = ∑ i ∈ S, hT.eigenvalues hn i := by
  unfold fermionEnergy
  apply le_antisymm
  · exact inf'_le (fun S => ∑ i ∈ S, hT.eigenvalues hn i)
      (mem_powersetCard.2 ⟨subset_univ _, hc⟩)
  · refine le_inf' _ _ fun R hR => ?_
    have hR' := (mem_powersetCard.1 hR).2
    have h := lowest_filling_le (hT.eigenvalues hn) (fun i => if i ∈ R then 1 else 0) S hS
      (fun i => by split_ifs <;> norm_num) (fun i => by split_ifs <;> norm_num)
      (by simp [hR', hc])
    simpa using h
```

## The variational bound and its attainment

Exchanging the two sums turns the orbital energies into level energies weighted by $w_i$. The two remaining goals are Bessel's inequality and Parseval's identity.

```lean
/-- Any `N` orthonormal orbitals have total energy at least the `N`-fermion ground energy. -/
theorem fermionEnergy_le [FiniteDimensional ℂ E] {T : E →ₗ[ℂ] E}
    (hT : T.IsSymmetric) {n N : ℕ} (hn : Module.finrank ℂ E = n) (hN : N ≤ n)
    (φ : Fin N → E) (hφ : Orthonormal ℂ φ) :
    fermionEnergy hT hn hN ≤ ∑ k, orbitalEnergy T (φ k) := by
  obtain ⟨S, hc, hS⟩ := exists_lowest_filling (hT.eigenvalues hn) hN
  rw [fermionEnergy_eq_sum hT hn hN S hc hS]
  simp only [orbitalEnergy_eq_sum hT hn]
  rw [sum_comm]
  simp only [← mul_sum]
  refine lowest_filling_le _ _ S hS (fun i => sum_nonneg fun k _ => sq_nonneg _) ?_ ?_
  · -- Bessel: no level is occupied more than once
    intro i
    have h := hφ.sum_inner_products_le (hT.eigenvectorBasis hn i) (s := univ)
    rw [(hT.eigenvectorBasis hn).orthonormal.1 i, one_pow] at h
    refine le_trans (le_of_eq (sum_congr rfl fun k _ => ?_)) h
    rw [norm_inner_symm]
  · -- Parseval: the occupations add up to N
    rw [sum_comm]
    simp [OrthonormalBasis.sum_sq_norm_inner_right, hφ.1, hc]
```

This is the lower-bound half of the Ky Fan principle. The other half numbers the levels of a lowest filling by `Fin N` and takes their eigenvectors as orbitals.

```lean
/-- Some `N` orthonormal orbitals attain the `N`-fermion ground energy. -/
theorem exists_ground_orbitals [FiniteDimensional ℂ E] {T : E →ₗ[ℂ] E}
    (hT : T.IsSymmetric) {n N : ℕ} (hn : Module.finrank ℂ E = n) (hN : N ≤ n) :
    ∃ φ : Fin N → E, Orthonormal ℂ φ ∧
      fermionEnergy hT hn hN = ∑ k, orbitalEnergy T (φ k) := by
  obtain ⟨S, hc, hS⟩ := exists_lowest_filling (hT.eigenvalues hn) hN
  let f := S.equivFinOfCardEq hc
  refine ⟨fun k => hT.eigenvectorBasis hn (f.symm k),
    (hT.eigenvectorBasis hn).orthonormal.comp (fun k => (f.symm k : Fin n))
      (Subtype.val_injective.comp f.symm.injective), ?_⟩
  have he : ∀ i, orbitalEnergy T (hT.eigenvectorBasis hn i) = hT.eigenvalues hn i := by
    intro i
    rw [orbitalEnergy_eq_sum hT hn, sum_eq_single i]
    · simp [(hT.eigenvectorBasis hn).orthonormal.1 i]
    · intro j _ hj
      simp [(hT.eigenvectorBasis hn).orthonormal.2 hj]
    · simp
  simp only [he]
  rw [fermionEnergy_eq_sum hT hn hN S hc hS]
  exact ((f.symm.sum_comp (fun i : S => hT.eigenvalues hn i)).trans
    (sum_coe_sort S (hT.eigenvalues hn))).symm
```

## Concavity and the filled shell

Hermiticity of $H_0+gV$ uses the reality of $g$.

```lean
/-- For Hermitian `H0` and `V` and real `g`, the operator `H0 + g V` is Hermitian. -/
theorem hamiltonian_isSymmetric {H0 V : E →ₗ[ℂ] E} (hH : H0.IsSymmetric)
    (hV : V.IsSymmetric) (g : ℝ) : (hamiltonian H0 V g).IsSymmetric := by
  intro x y
  have h : inner ℂ ((g : ℂ) • V x) y = inner ℂ x ((g : ℂ) • V y) := by
    rw [inner_smul_left, inner_smul_right, Complex.conj_ofReal, hV x y]
  change inner ℂ (H0 x + (g : ℂ) • V x) y = inner ℂ x (H0 y + (g : ℂ) • V y)
  rw [inner_add_left, inner_add_right, hH x y, h]
```

The main theorem states concavity on the whole real line, at fixed $N$. In the proof, `haff` is the straight line in $g$ for a fixed orbital. The `calc` block applies the bound at both endpoints and then recombines the lines, where `linear_combination` uses $a+b=1$.

```lean
/-- The ground energy of `N` noninteracting fermions with one-particle Hamiltonian
`H0 + g V` is a concave function of the real coupling `g`. -/
theorem fermionEnergy_concave [FiniteDimensional ℂ E] {H0 V : E →ₗ[ℂ] E}
    (hH : H0.IsSymmetric) (hV : V.IsSymmetric) {n N : ℕ}
    (hn : Module.finrank ℂ E = n) (hN : N ≤ n) :
    ConcaveOn ℝ Set.univ
      (fun g : ℝ => fermionEnergy (hamiltonian_isSymmetric hH hV g) hn hN) := by
  refine ⟨convex_univ, fun x _ y _ a b ha hb hab => ?_⟩
  -- optimal orbitals at the intermediate coupling are trial orbitals at both ends
  obtain ⟨φ, hφ, hE⟩ :=
    exists_ground_orbitals (hamiltonian_isSymmetric hH hV (a • x + b • y)) hn hN
  have hx := fermionEnergy_le (hamiltonian_isSymmetric hH hV x) hn hN φ hφ
  have hy := fermionEnergy_le (hamiltonian_isSymmetric hH hV y) hn hN φ hφ
  have haff : ∀ (g : ℝ) (v : E), orbitalEnergy (hamiltonian H0 V g) v =
      orbitalEnergy H0 v + g * orbitalEnergy V v := by
    intro g v
    change (inner ℂ v (H0 v + (g : ℂ) • V v)).re =
      (inner ℂ v (H0 v)).re + g * (inner ℂ v (V v)).re
    rw [inner_add_right, inner_smul_right, Complex.add_re, Complex.re_ofReal_mul]
  calc a * fermionEnergy (hamiltonian_isSymmetric hH hV x) hn hN
        + b * fermionEnergy (hamiltonian_isSymmetric hH hV y) hn hN
      ≤ a * ∑ k, orbitalEnergy (hamiltonian H0 V x) (φ k)
        + b * ∑ k, orbitalEnergy (hamiltonian H0 V y) (φ k) :=
        add_le_add (mul_le_mul_of_nonneg_left hx ha) (mul_le_mul_of_nonneg_left hy hb)
    _ = ∑ k, orbitalEnergy (hamiltonian H0 V (a • x + b • y)) (φ k) := by
        rw [mul_sum, mul_sum, ← sum_add_distrib]
        refine sum_congr rfl fun k _ => ?_
        rw [haff, haff, haff, smul_eq_mul, smul_eq_mul]
        linear_combination orbitalEnergy H0 (φ k) * hab
    _ = fermionEnergy (hamiltonian_isSymmetric hH hV (a • x + b • y)) hn hN := hE.symm
```

For the filled shell, the trace is evaluated in the eigenvector basis. The traces of Hermitian operators are real, so taking real parts loses nothing.

```lean
/-- When all `n` levels are filled, the ground energy is affine in the coupling, with the real parts
of the traces of `H0` and `V` as coefficients. -/
theorem filled_shell_affine [FiniteDimensional ℂ E] {H0 V : E →ₗ[ℂ] E}
    (hH : H0.IsSymmetric) (hV : V.IsSymmetric) {n : ℕ}
    (hn : Module.finrank ℂ E = n) (g : ℝ) :
    fermionEnergy (hamiltonian_isSymmetric hH hV g) hn le_rfl =
      (LinearMap.trace ℂ E H0).re + g * (LinearMap.trace ℂ E V).re := by
  have hT := hamiltonian_isSymmetric hH hV g
  have htr : (LinearMap.trace ℂ E (hamiltonian H0 V g)).re =
      ∑ i, hT.eigenvalues hn i := by
    rw [LinearMap.trace_eq_sum_inner _ (hT.eigenvectorBasis hn), Complex.re_sum]
    refine sum_congr rfl fun i _ => ?_
    have happ : hamiltonian H0 V g (hT.eigenvectorBasis hn i) =
        ((hT.eigenvalues hn i : ℝ) : ℂ) • hT.eigenvectorBasis hn i :=
      hT.apply_eigenvectorBasis hn i
    rw [happ, inner_smul_right, inner_self_eq_norm_sq_to_K,
      (hT.eigenvectorBasis hn).orthonormal.1 i]
    simp
  rw [fermionEnergy_eq_sum _ hn le_rfl univ (by simp) (by simp), ← htr]
  simp [hamiltonian]

end

end FermionEnergyConcavity
```

```lean
#print axioms FermionEnergyConcavity.fermionEnergy_concave
-- 'FermionEnergyConcavity.fermionEnergy_concave' depends on axioms: [propext, Classical.choice, Quot.sound]
#print axioms FermionEnergyConcavity.filled_shell_affine
-- 'FermionEnergyConcavity.filled_shell_affine' depends on axioms: [propext, Classical.choice, Quot.sound]
```

## Scanning a coupling numerically

For a tight-binding model in an orthonormal basis one can diagonalise $H_0+gV$ on a grid of couplings and add the $N$ lowest eigenvalues. For this noninteracting, finite-basis model with one linear parameter, concavity gives a test of the scan: for grid spacing $h$,

$$\mathcal E_N(g+h)-2\mathcal E_N(g)+\mathcal E_N(g-h)\le 0$$

up to rounding. A clear violation means that an assumption has failed or the code has an error. Possible causes include a changed particle number, occupations that are not the lowest ones, a matrix that is not Hermitian, and a matrix that does not have the form $H_0+gV$ with fixed $H_0$ and $V$, as can happen with a self-consistent potential.

The occupied eigenvectors $\varphi_k$ at one coupling $g_0$ also give an upper bound at every other coupling, without a new diagonalisation:

$$\mathcal E_N(g)\le\mathcal E_N(g_0)+(g-g_0)\sum_k\langle\varphi_k,V\varphi_k\rangle .$$

The bound comes from using the old orbitals as trial orbitals at $g$. If no empty level is degenerate with an occupied one at $g_0$, its right-hand side is the ground energy to first order in $g-g_0$.
